# Moment conditions for finite-difference stencils exact on polynomials

Q: When I put a one-dimensional Schrödinger equation on a uniform grid of spacing h, I replace ψ''(x) in the kinetic energy by

    [−ψ(x−2h) + 16ψ(x−h) − 30ψ(x) + 16ψ(x+h) − ψ(x+2h)] / (12h²)

and I get those five numbers by expanding every sample in a Taylor series and matching powers of h. You say this matching has been formalised. What is claimed, in ordinary mathematics?

A: Take finitely many real offsets a_j and weights w_j, a step h and a point x. The stencil acts on a function f as

    S f(x) = Σ_j w_j f(x + a_j h)

and its moments, for m = 0, 1, 2, …, are

    M_m = Σ_j w_j a_j^m.

Let p be a real polynomial of degree at most n, and p^(m) its m-th derivative. Its Taylor series about x terminates:

    p(x + t) = Σ_{m=0..n} p^(m)(x) t^m / m!.

Put t = a_j h, multiply by w_j, sum over j and exchange the two finite sums:

    S p(x) = Σ_{m=0..n} M_m h^m p^(m)(x) / m!.

Fix the order k of the derivative you want, and suppose

    M_m = k! δ_mk   for all m ≤ n,

where δ_mk is 1 for m = k and 0 otherwise. Then only the term m = k survives, and

    S p(x) = h^k p^(k)(x).

Conversely, suppose this last equation holds for all p of degree at most n, and test it on p(t) = (t − x)^m with m ≤ n. The samples are (a_j h)^m, so the left side is h^m M_m. The k-th derivative at t = x is k! δ_mk. Hence

    h^m M_m = h^k k! δ_mk.

For h ≠ 0 you cancel h^m: if m = k this gives M_k = k!, and otherwise M_m = 0. This equivalence is the criterion behind the weights of a real-space kinetic-energy stencil, here for one dimension, polynomial test functions and exact real arithmetic.

Q: Show me the objects. A formal definition can hide a convention that differs from mine.

A: The sample points are labelled by a finite type `ι`, and a and w are real functions on it.

```lean
import Mathlib

open Polynomial

namespace FiniteDifferenceStencil

noncomputable section

variable {ι : Type*} [Fintype ι]

/-- The stencil with offsets `a` and weights `w` at step `h`, applied to `f` at the point `x`:
`∑ j, w j * f (x + a j * h)`. -/
def stencil (a w : ι → ℝ) (h : ℝ) (f : ℝ → ℝ) (x : ℝ) : ℝ :=
  ∑ j, w j * f (x + a j * h)

/-- The `m`-th moment `∑ j, w j * (a j) ^ m` of the stencil. -/
def moment (a w : ι → ℝ) (m : ℕ) : ℝ :=
  ∑ j, w j * a j ^ m
```

`stencil a w h f x` is S f(x), without the division by h^k; your approximation to the derivative is S f(x)/h^k. The offsets need not be integers, ordered or distinct. `moment a w m` is M_m, with 0^0 = 1, so M_0 is the plain sum of the weights even when one offset is zero.

```lean
/-- The stencil returns `h ^ k` times the `k`-th derivative at `x` for every real polynomial
of degree at most `n`. -/
def ExactUpTo (a w : ι → ℝ) (h x : ℝ) (k n : ℕ) : Prop :=
  ∀ p : ℝ[X], p.natDegree ≤ n →
    stencil a w h (fun t => p.eval t) x = h ^ k * iteratedDeriv k (fun t => p.eval t) x

/-- The moments of order `m ≤ n` equal `k!` for `m = k` and zero otherwise. -/
def MomentConditions (a w : ι → ℝ) (k n : ℕ) : Prop :=
  ∀ m ≤ n, moment a w m = if m = k then (k.factorial : ℝ) else 0
```

`ExactUpTo a w h x k n` is the left side of the equivalence at one step h and one point x. `ℝ[X]` is the ring of real polynomials, `p.natDegree ≤ n` bounds the degree and admits the zero polynomial, and `fun t => p.eval t` is the function that p defines. `MomentConditions a w k n` is the right side, with δ_mk written as an `if`.

Q: My wave functions are not polynomials, and they are complex. Does any of this say that the stencil converges?

A: No. Every statement about derivatives concerns real polynomials of bounded degree. There is no remainder estimate for a general smooth function, no limit h → 0, and nothing about eigenvalues of a discretised Hamiltonian, boundaries, several dimensions or rounding. What is established is the algebra that fixes the weights and the coefficient of the first unmatched term.

Q: And the derivative: is it a true derivative, or a symbolic rule on coefficients?

A: `iteratedDeriv k` is the analytic derivative of a function on the real line, taken k times. The first lemma connects it to the coefficients.

```lean
/-- The `k`-th derivative of a polynomial at `x` is `k!` times the `k`-th coefficient of the
polynomial re-expanded about `x`. -/
theorem iteratedDeriv_eq_taylor_coeff (p : ℝ[X]) (k : ℕ) (x : ℝ) :
    iteratedDeriv k (fun t => p.eval t) x
      = (k.factorial : ℝ) * (Polynomial.taylor x p).coeff k := by
  have h1 : ∀ l : ℕ, iteratedDeriv l (fun t : ℝ => p.eval t)
      = fun t : ℝ => (derivative^[l] p).eval t := by
    intro l
    induction l with
    | zero => simp
    | succ l ih =>
      rw [iteratedDeriv_succ, ih]
      funext t
      rw [Function.iterate_succ_apply']
      exact (Polynomial.hasDerivAt _ t).deriv
  have h2 : iteratedDeriv k (fun t : ℝ => p.eval t) x = (derivative^[k] p).eval x :=
    congrFun (h1 k) x
  rw [h2, Polynomial.taylor_coeff, ← Polynomial.factorial_smul_hasseDeriv]
  simp
```

`Polynomial.taylor x p` is the polynomial t ↦ p(x + t), and the lemma says that p^(k)(x) is k! times its coefficient of t^k. The induction `h1` shows that l analytic derivatives agree with l formal ones, each step using `Polynomial.hasDerivAt`. The closing rewrites express the Taylor coefficient through the Hasse derivative, which is the k-th formal derivative divided by k!.

```lean
/-- Finite Taylor formula: for degree at most `n`,
`p (x + t) = ∑_{m ≤ n} p^(m)(x) / m! * t ^ m`. -/
theorem eval_add_eq_taylor_sum (p : ℝ[X]) {n : ℕ} (hp : p.natDegree ≤ n) (x t : ℝ) :
    p.eval (x + t) = ∑ m ∈ Finset.range (n + 1),
      iteratedDeriv m (fun s => p.eval s) x / (m.factorial : ℝ) * t ^ m := by
  have h1 : p.eval (x + t) = (Polynomial.taylor x p).eval t := by
    rw [Polynomial.taylor_eval, add_comm t x]
  have h2 : (Polynomial.taylor x p).natDegree < n + 1 := by
    rw [Polynomial.natDegree_taylor]
    omega
  rw [h1, Polynomial.eval_eq_sum_range' h2]
  refine Finset.sum_congr rfl fun m _ => ?_
  have hm : (m.factorial : ℝ) ≠ 0 := by exact_mod_cast m.factorial_ne_zero
  rw [iteratedDeriv_eq_taylor_coeff, mul_div_cancel_left₀ _ hm]
```

This is the terminating Taylor series; `Finset.range (n + 1)` is m = 0, …, n. The shifted polynomial has the same degree as p (`h2`), so it is the sum of its first n + 1 terms, and each coefficient is replaced by p^(m)(x)/m!.

```lean
/-- On a polynomial of degree at most `n` the stencil equals
`∑_{m ≤ n} M_m * h ^ m * p^(m)(x) / m!`, with `M_m` the moments. -/
theorem stencil_expansion (a w : ι → ℝ) (h x : ℝ) (p : ℝ[X]) {n : ℕ} (hp : p.natDegree ≤ n) :
    stencil a w h (fun t => p.eval t) x = ∑ m ∈ Finset.range (n + 1),
      moment a w m * (h ^ m * iteratedDeriv m (fun t => p.eval t) x / (m.factorial : ℝ)) := by
  simp only [stencil, moment]
  calc ∑ j, w j * p.eval (x + a j * h)
      = ∑ j, ∑ m ∈ Finset.range (n + 1), w j * a j ^ m *
          (h ^ m * iteratedDeriv m (fun t => p.eval t) x / (m.factorial : ℝ)) := by
        -- Taylor expand each sample about x
        refine Finset.sum_congr rfl fun j _ => ?_
        rw [eval_add_eq_taylor_sum p hp x (a j * h), Finset.mul_sum]
        refine Finset.sum_congr rfl fun m _ => ?_
        rw [mul_pow]
        ring
    _ = ∑ m ∈ Finset.range (n + 1), (∑ j, w j * a j ^ m) *
          (h ^ m * iteratedDeriv m (fun t => p.eval t) x / (m.factorial : ℝ)) := by
        -- collect equal powers of h
        rw [Finset.sum_comm]
        refine Finset.sum_congr rfl fun m _ => ?_
        rw [Finset.sum_mul]
```

The two `calc` steps are the two moves on paper: expand each sample at t = a_j h, then exchange the sums (`Finset.sum_comm`) so that the sum over j becomes M_m. No condition on h enters.

```lean
/-- The `k`-th derivative of `(t - x) ^ m` at `t = x` is `k!` for `m = k` and zero otherwise. -/
theorem iteratedDeriv_shifted_pow (x : ℝ) (m k : ℕ) :
    iteratedDeriv k (fun t => ((X - C x) ^ m : ℝ[X]).eval t) x
      = if m = k then (k.factorial : ℝ) else 0 := by
  have ht : Polynomial.taylor x ((X - C x) ^ m : ℝ[X]) = X ^ m := by
    rw [Polynomial.taylor_apply]
    simp
  rw [iteratedDeriv_eq_taylor_coeff, ht, Polynomial.coeff_X_pow]
  by_cases hmk : m = k
  · subst hmk
    simp
  · have hkm : ¬ k = m := fun e => hmk e.symm
    simp [hmk, hkm]
```

Re-expanded about x, the test polynomial `(X - C x) ^ m` is t^m (`ht`), whose coefficient of t^k is δ_mk.

Q: Now the equivalence itself. I would expect it to assume k ≤ n.

A: It assumes only `hh : h ≠ 0`.

```lean
/-- For a nonzero step `h` and a fixed point `x`, the stencil reproduces `h ^ k p^(k)(x)` for all
polynomials of degree at most `n` iff its moments of order `m ≤ n` equal `k! δ_{mk}`. -/
theorem exactUpTo_iff_momentConditions (a w : ι → ℝ) {h : ℝ} (hh : h ≠ 0) (x : ℝ) (k n : ℕ) :
    ExactUpTo a w h x k n ↔ MomentConditions a w k n := by
  unfold ExactUpTo MomentConditions
  constructor
  · -- test the stencil on (t - x) ^ m
    intro hex m hm
    have hdeg : ((X - C x) ^ m : ℝ[X]).natDegree ≤ n := by
      rw [Polynomial.natDegree_pow, Polynomial.natDegree_X_sub_C]
      omega
    have h1 := hex _ hdeg
    rw [iteratedDeriv_shifted_pow x m k] at h1
    have h2 : stencil a w h (fun t => ((X - C x) ^ m : ℝ[X]).eval t) x
        = h ^ m * moment a w m := by
      simp only [stencil, moment, eval_pow, eval_sub, eval_X, eval_C, add_sub_cancel_left,
        Finset.mul_sum]
      exact Finset.sum_congr rfl fun j _ => by ring
    rw [h2] at h1
    have hpow : h ^ m ≠ 0 := pow_ne_zero m hh
    by_cases hmk : m = k
    · subst hmk
      exact mul_left_cancel₀ hpow h1
    · rw [if_neg hmk] at h1 ⊢
      rw [mul_zero] at h1
      exact (mul_eq_zero.mp h1).resolve_left hpow
  · -- only the k-th term of the expansion survives
    intro hmom p hp
    have hk : (k.factorial : ℝ) ≠ 0 := by exact_mod_cast k.factorial_ne_zero
    have hD : n < k → iteratedDeriv k (fun t => p.eval t) x = 0 := by
      intro hnk
      have hlt : (Polynomial.taylor x p).natDegree < k := by
        rw [Polynomial.natDegree_taylor]
        omega
      rw [iteratedDeriv_eq_taylor_coeff, Polynomial.coeff_eq_zero_of_natDegree_lt hlt, mul_zero]
    rw [stencil_expansion a w h x p hp, Finset.sum_eq_single k]
    · by_cases hkn : k ≤ n
      · rw [hmom k hkn, if_pos rfl]
        exact mul_div_cancel₀ _ hk
      · rw [hD (by omega)]
        simp
    · intro m hm hne
      rw [hmom m (Nat.lt_succ_iff.mp (Finset.mem_range.mp hm)), if_neg hne, zero_mul]
    · intro hnot
      rw [Finset.mem_range] at hnot
      rw [hD (by omega)]
      simp
```

In the first branch, `h1` is exactness applied to (t − x)^m, `h2` evaluates the stencil on it as h^m M_m, and the case split on m = k cancels h^m. In the second branch, `Finset.sum_eq_single k` reduces the expansion to its k-th term: the other terms vanish because their moments do, and k! cancels against 1/k!. For k > n the statement remains true. Then p^(k)(x) = 0, which is `hD`, and δ_mk = 0 for every m ≤ n, so both sides say that the stencil annihilates all polynomials of degree at most n. Since the right side mentions neither h nor x, using the theorem twice carries exactness from one nonzero step and one point to any other.

Q: Is h ≠ 0 a real restriction or caution?

A: It is needed for the direction from exactness to moments. Take h = 0, k = n = 1, offsets 1 and −1, weights 1 and −1. Then

    S p(x) = p(x) − p(x) = 0 = h p'(x)

for every p, while M_1 = 2 instead of 1. This example and the other small ones I give in passing are arithmetic on paper that Lean has not checked.

Q: In practice I want the error, not just exactness.

A: Suppose the moment conditions hold up to n with k ≤ n, and let p have degree at most n + 1. The expansion has one more term. The terms m ≤ n collapse as before, so

    S p(x) = h^k p^(k)(x) + M_{n+1} h^(n+1) p^(n+1)(x) / (n+1)!.

```lean
/-- If the moment conditions hold up to order `n ≥ k`, then on polynomials of degree at most
`n + 1` the stencil equals `h ^ k p^(k)(x)` plus `M_{n+1} h^(n+1) p^(n+1)(x) / (n+1)!`. -/
theorem leading_error (a w : ι → ℝ) (h x : ℝ) {k n : ℕ} (hkn : k ≤ n)
    (hmom : MomentConditions a w k n) (p : ℝ[X]) (hp : p.natDegree ≤ n + 1) :
    stencil a w h (fun t => p.eval t) x
      = h ^ k * iteratedDeriv k (fun t => p.eval t) x
        + moment a w (n + 1) * (h ^ (n + 1) * iteratedDeriv (n + 1) (fun t => p.eval t) x
          / ((n + 1).factorial : ℝ)) := by
  have hk : (k.factorial : ℝ) ≠ 0 := by exact_mod_cast k.factorial_ne_zero
  have hsum : ∑ m ∈ Finset.range (n + 1),
      moment a w m * (h ^ m * iteratedDeriv m (fun t => p.eval t) x / (m.factorial : ℝ))
      = h ^ k * iteratedDeriv k (fun t => p.eval t) x := by
    rw [Finset.sum_eq_single k]
    · rw [hmom k hkn, if_pos rfl]
      exact mul_div_cancel₀ _ hk
    · intro m hm hne
      rw [hmom m (Nat.lt_succ_iff.mp (Finset.mem_range.mp hm)), if_neg hne, zero_mul]
    · intro hnot
      exact absurd (Finset.mem_range.mpr (Nat.lt_succ_iff.mpr hkn)) hnot
  rw [stencil_expansion a w h x p hp, Finset.sum_range_succ, hsum]
```

`Finset.sum_range_succ` splits off the term m = n + 1, and `hsum` is the collapse of the rest. The equality is exact on these polynomials and holds for every h, including zero. It does not say that M_{n+1} is nonzero; when that moment vanishes the error term is zero.

Q: Here `hkn : k ≤ n` has returned. Why?

A: Because with k = n + 1 the formula would count the k-th term twice. Take n = 0, k = 1 and the forward difference, offsets 0 and 1 with weights −1 and 1. The only condition up to n = 0 is M_0 = 0, which holds, and M_1 = 1. For p(t) = t the stencil gives h, whereas the formula would give h + h.

Q: A criterion is of little use if no weights meet it. Can I always solve for them?

A: With n + 1 distinct offsets a_0, …, a_n, yes, and in one way only. The conditions for m = 0, …, n are the linear system

    Σ_j w_j V_jm = b_m,   V_jm = a_j^m,   b_m = k! δ_mk,

or w V = b with w and b row vectors. V is a Vandermonde matrix, with

    det V = Π_{i<j} (a_j − a_i),

which is nonzero when the offsets are distinct. So w = b V⁻¹.

```lean
/-- For `n + 1` distinct offsets and a nonzero step there is exactly one set of weights that
reproduces `h ^ k p^(k)(x)` for all polynomials of degree at most `n`. -/
theorem existsUnique_weights {n : ℕ} (a : Fin (n + 1) → ℝ) (ha : Function.Injective a)
    {h : ℝ} (hh : h ≠ 0) (x : ℝ) (k : ℕ) :
    ∃! w : Fin (n + 1) → ℝ, ExactUpTo a w h x k n := by
  obtain ⟨b, hb⟩ : ∃ b : Fin (n + 1) → ℝ,
      ∀ m, b m = if (m : ℕ) = k then (k.factorial : ℝ) else 0 := ⟨_, fun _ => rfl⟩
  have hV : IsUnit (Matrix.vandermonde a).det :=
    isUnit_iff_ne_zero.mpr (Matrix.det_vandermonde_ne_zero_iff.mpr ha)
  have hv : ∀ (w : Fin (n + 1) → ℝ) (m : Fin (n + 1)),
      Matrix.vecMul w (Matrix.vandermonde a) m = moment a w (m : ℕ) := by
    intro w m
    rfl
  -- the moment conditions are a Vandermonde system for the weights
  have key : ∀ w : Fin (n + 1) → ℝ,
      ExactUpTo a w h x k n ↔ Matrix.vecMul w (Matrix.vandermonde a) = b := by
    intro w
    rw [exactUpTo_iff_momentConditions a w hh]
    unfold MomentConditions
    constructor
    · intro hm
      funext m
      rw [hv, hb]
      exact hm m (Nat.lt_succ_iff.mp m.isLt)
    · intro hm m hmn
      have h1 := congrFun hm ⟨m, Nat.lt_succ_iff.mpr hmn⟩
      rw [hv, hb] at h1
      exact h1
  refine ⟨Matrix.vecMul b (Matrix.vandermonde a)⁻¹, (key _).mpr ?_, fun w hw => ?_⟩
  · rw [Matrix.vecMul_vecMul, Matrix.nonsing_inv_mul _ hV, Matrix.vecMul_one]
  · rw [← (key w).mp hw, Matrix.vecMul_vecMul, Matrix.mul_nonsing_inv _ hV, Matrix.vecMul_one]
```

`Fin (n + 1)` indexes both j and m from 0 to n, `Function.Injective a` says that the offsets are distinct, and `∃!` reads "there is exactly one". `hV` makes V invertible, `hv` identifies the m-th component of `Matrix.vecMul w (Matrix.vandermonde a)` with M_m, and `key` turns exactness into w V = b through the main theorem. The last two lines check that b V⁻¹ solves the system and that any solution equals it. For k > n the vector b is zero and the unique weights are zero.

Q: What are the smallest cases, and what happens when two offsets coincide?

A: For n = k = 0 there is one offset, V is the number 1 and w_0 = 1: sampling anywhere reproduces a constant. For n = k = 1 with offsets 0 and 1 the system is w_0 + w_1 = 0, w_1 = 1, which is the forward difference. With n = 1 and both offsets equal to 0, M_1 = 0 for all weights. For k = 1 there is then no solution, and for k = 0 every pair with w_0 + w_1 = 1 is a solution.

Q: Five points give exactness up to degree four by that count, yet I know the five-point formula as exact up to degree five. Where does the extra order come from?

A: From reflection symmetry. Suppose a permutation σ of the labels satisfies

    a_σ(j) = −a_j,   w_σ(j) = (−1)^k w_j.

Relabelling does not change a finite sum, so

    M_m = Σ_j w_σ(j) a_σ(j)^m = (−1)^(m+k) M_m.

For m + k odd this reads M_m = −M_m, so M_m = 0.

```lean
/-- If a relabelling `σ` of the points reverses the offsets and multiplies the weights by
`(-1) ^ k`, then every moment of order `m` with `m + k` odd vanishes. -/
theorem moment_eq_zero_of_reflection (a w : ι → ℝ) (σ : Equiv.Perm ι) {k m : ℕ}
    (ha : ∀ j, a (σ j) = -a j) (hw : ∀ j, w (σ j) = (-1) ^ k * w j) (hodd : Odd (m + k)) :
    moment a w m = 0 := by
  have hs : (-1 : ℝ) ^ m * (-1) ^ k = -1 := by
    rw [← pow_add]
    exact hodd.neg_one_pow
  have h1 : moment a w m = ∑ j, w (σ j) * a (σ j) ^ m :=
    (Equiv.sum_comp σ (fun j => w j * a j ^ m)).symm
  have h2 : ∑ j, w (σ j) * a (σ j) ^ m = -moment a w m := by
    unfold moment
    rw [← Finset.sum_neg_distrib]
    refine Finset.sum_congr rfl fun j _ => ?_
    rw [ha j, hw j, neg_pow (a j) m]
    linear_combination (w j * a j ^ m) * hs
  linarith
```

`h1` is the relabelling, `hs` is the sign (−1)^m (−1)^k = −1, `h2` pulls the sign out of the sum, and `linarith` concludes from M_m = −M_m. The symmetry is a hypothesis on the weights; it is not derived from the symmetry of the offsets.

```lean
/-- A stencil with reflection parity `(-1) ^ k` that meets the moment conditions up to order `n`
meets them up to order `n + 1` when `n + 1 + k` is odd. -/
theorem momentConditions_succ_of_reflection (a w : ι → ℝ) (σ : Equiv.Perm ι) {k n : ℕ}
    (ha : ∀ j, a (σ j) = -a j) (hw : ∀ j, w (σ j) = (-1) ^ k * w j) (hodd : Odd (n + 1 + k))
    (hmom : MomentConditions a w k n) : MomentConditions a w k (n + 1) := by
  unfold MomentConditions at hmom ⊢
  intro m hm
  by_cases hmn : m ≤ n
  · exact hmom m hmn
  · have hm1 : m = n + 1 := by omega
    subst hm1
    have hne : n + 1 ≠ k := by
      intro e
      obtain ⟨c, hc⟩ := hodd
      omega
    rw [if_neg hne]
    exact moment_eq_zero_of_reflection a w σ ha hw hodd
```

If the conditions hold up to n and n + 1 + k is odd, then n + 1 ≠ k (`hne`, since 2k is even), so the required value of M_{n+1} is zero, and the previous lemma supplies it. The parity matters. The central difference for k = 1, with offsets −1 and 1 and weights −1/2 and 1/2, has M_0 = 0 and M_1 = 1, and symmetry gives M_2 = 0. One order higher n + 1 + k = 4 is even, and M_3 = 1.

Q: Then show me that my own stencil fits.

A: The labels run over j = 0, …, 4 with a_j = j − 2, and the weights are your five numbers divided by 12.

```lean
/-- The five equally spaced offsets `-2, -1, 0, 1, 2`. -/
def fiveOffsets : Fin 5 → ℝ := ![-2, -1, 0, 1, 2]

/-- The five weights `(-1, 16, -30, 16, -1) / 12`. -/
def fiveWeights : Fin 5 → ℝ := ![-1 / 12, 4 / 3, -5 / 2, 4 / 3, -1 / 12]
```

The reflection is `Fin.revPerm`, j ↦ 4 − j, and k = 2. The odd moments cancel in pairs, and the even ones are

    M_0 = −1/6 + 8/3 − 5/2 = 0
    M_2 = 2(−4/12 + 4/3) = 2
    M_4 = 2(−16/12 + 4/3) = 0
    M_6 = 2(−64/12 + 4/3) = −8.

```lean
/-- The five-point stencil with index reversal meets the reflection conditions for `k = 2`, the
moment conditions up to `n = 4`, and `n + 1 + k` is odd. -/
theorem reflection_witness :
    (∀ j, fiveOffsets (Fin.revPerm j) = -fiveOffsets j) ∧
    (∀ j, fiveWeights (Fin.revPerm j) = (-1) ^ 2 * fiveWeights j) ∧
    Odd (4 + 1 + 2) ∧ MomentConditions fiveOffsets fiveWeights 2 4 := by
  have hrev : ∀ j : Fin 5, Fin.revPerm j = (![4, 3, 2, 1, 0] : Fin 5 → Fin 5) j := by decide
  refine ⟨fun j => ?_, fun j => ?_, ⟨3, by norm_num⟩, ?_⟩
  · rw [hrev]
    fin_cases j <;> simp [fiveOffsets]
  · rw [hrev]
    fin_cases j <;> simp [fiveWeights]
  · unfold MomentConditions
    intro m hm
    interval_cases m <;>
      simp [moment, fiveOffsets, fiveWeights, Fin.sum_univ_five] <;> norm_num
```

This theorem verifies the four hypotheses of the symmetry step for k = 2 and n = 4. `fin_cases j` runs through the five labels for the offsets and for the weights, 4 + 1 + 2 = 7 is odd, and `interval_cases m` splits the moment conditions into the cases m = 0, …, 4, in which `simp` and `norm_num` compute M_0 to M_4. The error formula with n = 5 then gives, for degree at most six and −8/6! = −8/720 = −1/90,

    S p(x) = h² p''(x) − h⁶ p^(6)(x) / 90.

In the proof, `h5` obtains M_5 = 0 from symmetry, `h6` computes M_6 = −8, and `h1` is `leading_error` at k = 2, n = 5.

```lean
/-- On polynomials of degree at most six the five-point stencil equals
`h ^ 2 p''(x) - h ^ 6 p^(6)(x) / 90`. -/
theorem five_point_second_derivative (h x : ℝ) (p : ℝ[X]) (hp : p.natDegree ≤ 6) :
    stencil fiveOffsets fiveWeights h (fun t => p.eval t) x
      = h ^ 2 * iteratedDeriv 2 (fun t => p.eval t) x
        - h ^ 6 / 90 * iteratedDeriv 6 (fun t => p.eval t) x := by
  obtain ⟨ha, hw, hodd, h4⟩ := reflection_witness
  -- symmetry gives the fifth moment for free
  have h5 : MomentConditions fiveOffsets fiveWeights 2 5 :=
    momentConditions_succ_of_reflection fiveOffsets fiveWeights Fin.revPerm
      (k := 2) (n := 4) ha hw hodd h4
  have h6 : moment fiveOffsets fiveWeights 6 = -8 := by
    simp [moment, fiveOffsets, fiveWeights, Fin.sum_univ_five] <;> norm_num
  have hf : ((Nat.factorial 6 : ℕ) : ℝ) = 720 := by norm_num [Nat.factorial]
  have h1 : stencil fiveOffsets fiveWeights h (fun t => p.eval t) x
      = h ^ 2 * iteratedDeriv 2 (fun t => p.eval t) x
        + moment fiveOffsets fiveWeights 6 * (h ^ 6 * iteratedDeriv 6 (fun t => p.eval t) x
          / ((Nat.factorial 6 : ℕ) : ℝ)) :=
    leading_error fiveOffsets fiveWeights h x (k := 2) (n := 5) (by norm_num) h5 p hp
  rw [h1, h6, hf]
  ring

end

end FiniteDifferenceStencil
```

```lean
#print axioms FiniteDifferenceStencil.exactUpTo_iff_momentConditions
-- 'FiniteDifferenceStencil.exactUpTo_iff_momentConditions' depends on axioms: [propext, Classical.choice, Quot.sound]
#print axioms FiniteDifferenceStencil.existsUnique_weights
-- 'FiniteDifferenceStencil.existsUnique_weights' depends on axioms: [propext, Classical.choice, Quot.sound]
#print axioms FiniteDifferenceStencil.five_point_second_derivative
-- 'FiniteDifferenceStencil.five_point_second_derivative' depends on axioms: [propext, Classical.choice, Quot.sound]
```

Q: That error is of order h⁶, and I call the formula fourth-order.

A: The stencil here is not yet divided by h². For h ≠ 0,

    S p(x) / h² = p''(x) − h⁴ p^(6)(x) / 90,

which is your expression with its h⁴ error, as an exact identity for polynomials of degree at most six. For degree at most five the sixth derivative vanishes and the quotient equals p''(x).
